# A first-order bound on how a spherical shell of charge changes the separation of two core levels

In an all-electron calculation such as LAPW, one may compute the shift of one core level between two compounds and use it for another core level of the same atom. This step assumes that the two levels move together. For fixed core densities, a charge $q$ spread uniformly over a spherical shell of radius $S$ centred on the nucleus contributes to the error of this step, through its electrostatic potential and to first order, at most $|q|t/S$ in atomic units, where $t$ bounds the weight of each core density outside the shell.

## Densities, potentials and shifts

```lean
import Mathlib

open Finset

namespace CoreLevelShift

noncomputable section

variable {ι : Type*} [Fintype ι]
```

The finite type `ι` labels the radii, for instance the points of a radial grid. A function `ι → ℝ` assigns a real number to each label.

```lean
/-- Electrostatic potential at distance `r` from the centre of a uniformly charged shell of
radius `S` and unit charge: the average of Coulomb's law over the cosine `u` of the polar angle.
The domain is `r > 0`, `S > 0`; for `r = S` the integrand is singular at the endpoint `u = 1`. -/
def shellPotential (S r : ℝ) : ℝ :=
  (1 / 2) * ∫ u in (-1 : ℝ)..1, 1 / √(r ^ 2 + S ^ 2 - 2 * r * S * u)
```

This is Coulomb's law averaged over a shell of radius $S$ and unit charge, with $u=\cos\theta$:

$$\phi_S(r)=\frac12\int_{-1}^{1}\frac{du}{\sqrt{r^2+S^2-2rSu}}.$$

```lean
/-- The weights `w` on the radii `r` form a normalized nonnegative core density with weight at
most `t` outside the radius `S`. -/
structure IsCoreDensity (r w : ι → ℝ) (S t : ℝ) : Prop where
  nonneg : ∀ i, 0 ≤ w i
  normalized : ∑ i, w i = 1
  tail : ∑ i, (if S < r i then w i else 0) ≤ t
```

The weight $w_i$ is the probability of finding the core electron at radius $r_i$, so it already contains the radial volume factor and, on a grid, the integration weight of the point. The three fields say that $w_i\ge 0$, that $\sum_i w_i=1$, and that the weight at $r_i>S$ is at most $t$. Weight exactly at $S$ counts as inside.

```lean
/-- Mean potential of a unit charged shell of radius `S > 0` over the density `w` on positive
radii `r`. -/
def meanPotential (r w : ι → ℝ) (S : ℝ) : ℝ := ∑ i, w i * shellPotential S (r i)
```

This is the mean $\langle\phi_S\rangle_w=\sum_i w_i\,\phi_S(r_i)$.

```lean
/-- First-order shift, in atomic units, of the level of a core electron with density `w` when
charge `q` is placed on the shell of radius `S > 0`. -/
def levelShift (q : ℝ) (r w : ι → ℝ) (S : ℝ) : ℝ := -q * meanPotential r w S
```

An electron has charge $-1$ in atomic units, so its level shifts by $-q\langle\phi_S\rangle_w$. Adding one valence electron to the shell means $q=-1$, which raises the level. This first-order electrostatic energy is not the full shift of a self-consistent density-functional calculation, in which the core density also relaxes and the exchange-correlation potential changes.

```lean
/-- First-order shift of a core level when charge `q` is moved from the shell of radius `S > 0`
to the shell of radius `S' > 0`. -/
def transferShift (q : ℝ) (r w : ι → ℝ) (S S' : ℝ) : ℝ :=
  levelShift q r w S' - levelShift q r w S
```

Moving $q$ from $S$ to $S'$ adds the shift due to the new shell and removes that due to the old one.

## The potential of a charged shell

```lean
/-- Newton's shell theorem: at a distance `r > 0` from its centre, a unit charged shell of
radius `S > 0` has the potential `1 / max r S`. -/
theorem shellPotential_eq {S r : ℝ} (hS : 0 < S) (hr : 0 < r) :
    shellPotential S r = 1 / max r S := by
  have hrS : 0 < r * S := mul_pos hr hS
  -- an antiderivative of the Coulomb kernel in the cosine of the angle
  have hd : ∀ u ∈ Set.Ioo (-1 : ℝ) 1,
      HasDerivAt (fun u : ℝ => -√(r ^ 2 + S ^ 2 - 2 * r * S * u) / (r * S))
        (1 / √(r ^ 2 + S ^ 2 - 2 * r * S * u)) u := by
    intro u hu
    have hpos : 0 < r ^ 2 + S ^ 2 - 2 * r * S * u := by
      nlinarith [sq_nonneg (r - S), mul_pos hrS (sub_pos.2 hu.2)]
    have h1 : HasDerivAt (fun u : ℝ => r ^ 2 + S ^ 2 - 2 * r * S * u) (-(2 * r * S)) u :=
      (((hasDerivAt_id' u).const_mul (2 * r * S)).const_sub (r ^ 2 + S ^ 2)).congr_deriv
        (by ring)
    have hs : √(r ^ 2 + S ^ 2 - 2 * r * S * u) ≠ 0 := (Real.sqrt_pos.2 hpos).ne'
    refine ((h1.sqrt hpos.ne').fun_neg.div_const (r * S)).congr_deriv ?_
    field_simp
  have hc : Continuous (fun u : ℝ => -√(r ^ 2 + S ^ 2 - 2 * r * S * u) / (r * S)) := by
    fun_prop
  have hint : IntervalIntegrable (fun u : ℝ => 1 / √(r ^ 2 + S ^ 2 - 2 * r * S * u))
      MeasureTheory.volume (-1) 1 :=
    (intervalIntegrable_iff_integrableOn_Ioc_of_le (by norm_num)).2
      (intervalIntegral.integrableOn_deriv_of_nonneg hc.continuousOn hd
        (fun u _ => by positivity))
  have key := intervalIntegral.integral_eq_sub_of_hasDerivAt_of_le
    (by norm_num : (-1 : ℝ) ≤ 1) hc.continuousOn hd hint
  -- the endpoints are the nearest and the farthest point of the shell
  have e1 : √(r ^ 2 + S ^ 2 - 2 * r * S * 1) = |r - S| := by
    rw [← Real.sqrt_sq_eq_abs]
    congr 1
    ring
  have e2 : √(r ^ 2 + S ^ 2 - 2 * r * S * (-1)) = r + S := by
    rw [← Real.sqrt_sq (add_pos hr hS).le]
    congr 1
    ring
  rw [shellPotential, key]
  simp only [e1, e2]
  rcases le_total r S with h | h
  · rw [abs_of_nonpos (sub_nonpos.2 h), max_eq_right h]
    field_simp
    ring
  · rw [abs_of_nonneg (sub_nonneg.2 h), max_eq_left h]
    field_simp
    ring
```

For $r,S>0$ the claim is $\phi_S(r)=1/\max(r,S)$. Write $D(u)=r^2+S^2-2rSu$. Since $\frac{d}{du}\sqrt D=-rS/\sqrt D$, the function $-\sqrt D/(rS)$ is an antiderivative of $1/\sqrt D$. With $\sqrt{D(1)}=|r-S|$ and $\sqrt{D(-1)}=r+S$,

$$\phi_S(r)=\frac{r+S-|r-S|}{2rS}=\frac{\min(r,S)}{rS}=\frac1{\max(r,S)}.$$

At $r=S$ the integrand diverges at $u=1$. The Mathlib theorem `integral_eq_sub_of_hasDerivAt_of_le` handles this without a separate case. It asks for an antiderivative continuous on the closed interval, a derivative only in the open interval, and an integrable integrand. There $D=(r-S)^2+2rS(1-u)>0$, which `nlinarith` verifies. Integrability comes from `integrableOn_deriv_of_nonneg`: a nonnegative derivative of a continuous function is integrable. This must be shown, because Lean assigns the value 0 to the integral of a non-integrable function.

## One shell

```lean
/-- If a quantity lies between `0` and `A` and equals `A` at all radii up to `S`, its mean over
a core density with weight at most `t` outside `S` lies between `(1 - t) * A` and `A`. -/
theorem mean_bounds {r w f : ι → ℝ} {S t A : ℝ} (hw : IsCoreDensity r w S t) (hA : 0 ≤ A)
    (hf : ∀ i, 0 ≤ f i) (hfA : ∀ i, f i ≤ A) (hin : ∀ i, r i ≤ S → f i = A) :
    (1 - t) * A ≤ ∑ i, w i * f i ∧ ∑ i, w i * f i ≤ A := by
  constructor
  · -- keep only the weight inside the radius S
    calc (1 - t) * A ≤ (∑ i, w i - ∑ i, (if S < r i then w i else 0)) * A := by
          rw [hw.normalized]
          exact mul_le_mul_of_nonneg_right (by linarith [hw.tail]) hA
      _ = ∑ i, (w i - (if S < r i then w i else 0)) * A := by
          rw [← Finset.sum_sub_distrib, Finset.sum_mul]
      _ ≤ ∑ i, w i * f i := by
          refine Finset.sum_le_sum fun i _ => ?_
          by_cases h : S < r i
          · simp only [if_pos h, sub_self, zero_mul]
            exact mul_nonneg (hw.nonneg i) (hf i)
          · simp [h, hin i (not_lt.1 h)]
  · calc ∑ i, w i * f i ≤ ∑ i, w i * A :=
          Finset.sum_le_sum fun i _ => mul_le_mul_of_nonneg_left (hfA i) (hw.nonneg i)
      _ = A := by rw [← Finset.sum_mul, hw.normalized, one_mul]
```

Let $0\le f_i\le A$, with $f_i=A$ whenever $r_i\le S$. Then $\sum_i w_if_i\le A\sum_i w_i=A$. Dropping the nonnegative outer terms gives

$$\sum_i w_if_i\ \ge\ A\sum_{r_i\le S}w_i\ \ge\ (1-t)A.$$

The `calc` block writes the inner weight as total minus outer weight, and `by_cases` compares the terms radius by radius.

```lean
/-- For positive radii and `S > 0`, the mean shell potential is the mean of `1 / max r S`, and
for a core density with weight at most `t` outside `S` it lies in `[(1 - t) / S, 1 / S]`. -/
theorem meanPotential_bounds {r w : ι → ℝ} {S t : ℝ} (hS : 0 < S) (hr : ∀ i, 0 < r i)
    (hw : IsCoreDensity r w S t) :
    meanPotential r w S = ∑ i, w i * (1 / max (r i) S) ∧
      meanPotential r w S ∈ Set.Icc ((1 - t) / S) (1 / S) := by
  have e : meanPotential r w S = ∑ i, w i * (1 / max (r i) S) :=
    Finset.sum_congr rfl fun i _ => by rw [shellPotential_eq hS (hr i)]
  have b := mean_bounds (f := fun i => 1 / max (r i) S) hw (one_div_pos.2 hS).le
    (fun i => (one_div_pos.2 (lt_max_of_lt_right hS)).le)
    (fun i => one_div_le_one_div_of_le hS (le_max_right _ _))
    (fun i h => by simp only [max_eq_right h])
  refine ⟨e, ?_, ?_⟩
  · rw [e, div_eq_mul_one_div]
    exact b.1
  · rw [e]
    exact b.2
```

Take $f_i=1/\max(r_i,S)$ and $A=1/S$. The mean potential then lies in $[(1-t)/S,\,1/S]$, the closed interval written `Set.Icc`.

```lean
/-- To first order, charge `q` placed on a shell of radius `S > 0` changes the separation of two
core levels by at most `|q| * t / S`, if both densities live on positive radii and have weight at
most `t` outside `S`. -/
theorem separation_change_le {r w v : ι → ℝ} {S t : ℝ} (q : ℝ) (hS : 0 < S)
    (hr : ∀ i, 0 < r i) (hw : IsCoreDensity r w S t) (hv : IsCoreDensity r v S t) :
    |levelShift q r w S - levelShift q r v S| ≤ |q| * t / S := by
  obtain ⟨-, w1, w2⟩ := meanPotential_bounds hS hr hw
  obtain ⟨-, v1, v2⟩ := meanPotential_bounds hS hr hv
  rw [sub_div] at w1 v1
  have h : |meanPotential r w S - meanPotential r v S| ≤ t / S :=
    abs_le.2 ⟨by linarith, by linarith⟩
  have e : levelShift q r w S - levelShift q r v S
      = -q * (meanPotential r w S - meanPotential r v S) := by
    unfold levelShift
    ring
  rw [e, abs_mul, abs_neg, mul_div_assoc]
  exact mul_le_mul_of_nonneg_left h (abs_nonneg q)
```

Let $v$ be the density of the second level. Both means lie in an interval of length $t/S$, so they differ by at most $t/S$. Multiplying by $|q|$ gives the bound $|q|t/S$ on the change in separation. For $q=1$, $S=2$ bohr and $t=0.01$ this is 0.005 hartree, about 0.14 eV. The actual change can be much smaller, because just outside the shell the potential is still close to $1/S$.

## Moving charge between two shells

```lean
/-- For positive radii `r`, the first-order shift when charge `q` is moved from the shell of radius
`S > 0` to the shell of radius `S' > 0` is `q` times the sum of `1 / max r S - 1 / max r S'`
weighted by `w`. -/
theorem transferShift_eq {r : ι → ℝ} {S S' : ℝ} (q : ℝ) (w : ι → ℝ) (hS : 0 < S)
    (hS' : 0 < S') (hr : ∀ i, 0 < r i) :
    transferShift q r w S S' = q * ∑ i, w i * (1 / max (r i) S - 1 / max (r i) S') := by
  have e : ∀ R : ℝ, 0 < R → meanPotential r w R = ∑ i, w i * (1 / max (r i) R) :=
    fun R hR => Finset.sum_congr rfl fun i _ => by rw [shellPotential_eq hR (hr i)]
  simp only [transferShift, levelShift, e S hS, e S' hS', mul_sub, Finset.sum_sub_distrib]
  ring
```

Substituting the shell potential gives the shift

$$q\sum_i w_i\,g(r_i),\qquad g(r)=\frac1{\max(r,S)}-\frac1{\max(r,S')}.$$

```lean
/-- To first order, moving charge `q` from a shell of radius `S > 0` to one of radius `S' ≥ S`
changes the separation of two core levels by at most `|q| * t * (1 / S - 1 / S')`, if both densities
live on positive radii and have weight at most `t` outside `S`. -/
theorem transfer_separation_le {r w v : ι → ℝ} {S S' t : ℝ} (q : ℝ) (hS : 0 < S)
    (hSS : S ≤ S') (hr : ∀ i, 0 < r i) (hw : IsCoreDensity r w S t)
    (hv : IsCoreDensity r v S t) :
    |transferShift q r w S S' - transferShift q r v S S'| ≤ |q| * (t * (1 / S - 1 / S')) := by
  have hS' : 0 < S' := hS.trans_le hSS
  have hA : 0 ≤ 1 / S - 1 / S' := sub_nonneg.2 (one_div_le_one_div_of_le hS hSS)
  have hf : ∀ i, 0 ≤ 1 / max (r i) S - 1 / max (r i) S' := fun i =>
    sub_nonneg.2 (one_div_le_one_div_of_le (lt_max_of_lt_right hS) (max_le_max le_rfl hSS))
  have hfA : ∀ i, 1 / max (r i) S - 1 / max (r i) S' ≤ 1 / S - 1 / S' := by
    intro i
    rcases le_total (r i) S' with h | h
    · rw [max_eq_right h]
      linarith [one_div_le_one_div_of_le hS (le_max_right (r i) S)]
    · -- outside both shells the transfer is not felt
      rw [max_eq_left h, max_eq_left (hSS.trans h), sub_self]
      exact hA
  have hin : ∀ i, r i ≤ S → 1 / max (r i) S - 1 / max (r i) S' = 1 / S - 1 / S' :=
    fun i h => by rw [max_eq_right h, max_eq_right (h.trans hSS)]
  obtain ⟨w1, w2⟩ := mean_bounds hw hA hf hfA hin
  obtain ⟨v1, v2⟩ := mean_bounds hv hA hf hfA hin
  rw [transferShift_eq q w hS hS' hr, transferShift_eq q v hS hS' hr, ← mul_sub, abs_mul]
  refine mul_le_mul_of_nonneg_left (abs_le.2 ⟨?_, ?_⟩) (abs_nonneg q) <;> linarith
```

For $S\le S'$, put $A=1/S-1/S'$. Inside $S$, $g=A$; between the shells, $g=1/r-1/S'$ lies between $0$ and $A$; beyond $S'$, $g=0$. The averaging lemma places both means of $g$ in $[(1-t)A,A]$, so the separation changes by at most $|q|tA$. Here $t$ still bounds the weight outside the inner shell $S$.

```lean
/-- The charge-transfer bound is attained for `0 < S < S'` and `0 ≤ t ≤ 1`: one density sits
entirely at `S`, the other has weight `1 - t` at `S` and `t` at `S'`. -/
theorem transfer_separation_sharp {S S' t : ℝ} (q : ℝ) (hS : 0 < S) (hSS : S < S')
    (ht : 0 ≤ t) (ht1 : t ≤ 1) :
    IsCoreDensity ![S, S'] ![1, 0] S t ∧ IsCoreDensity ![S, S'] ![1 - t, t] S t ∧
      |transferShift q ![S, S'] ![1, 0] S S' - transferShift q ![S, S'] ![1 - t, t] S S'|
        = |q| * (t * (1 / S - 1 / S')) := by
  have hS' : 0 < S' := hS.trans hSS
  have hr : ∀ i, 0 < ![S, S'] i := by
    intro i
    fin_cases i <;> simp [hS, hS']
  refine ⟨⟨?_, ?_, ?_⟩, ⟨?_, ?_, ?_⟩, ?_⟩
  · intro i
    fin_cases i <;> simp
  · simp [Fin.sum_univ_two]
  · simp [Fin.sum_univ_two, ht]
  · intro i
    fin_cases i <;> simp [ht, ht1]
  · simp [Fin.sum_univ_two]
  · simp [Fin.sum_univ_two, hSS]
  · have e : transferShift q ![S, S'] ![1, 0] S S' - transferShift q ![S, S'] ![1 - t, t] S S'
        = q * (t * (1 / S - 1 / S')) := by
      rw [transferShift_eq q _ hS hS' hr, transferShift_eq q _ hS hS' hr]
      simp only [Fin.sum_univ_two, Matrix.cons_val_zero, Matrix.cons_val_one, max_self,
        max_eq_right hSS.le, max_eq_left hSS.le]
      ring
    have hA : 0 ≤ 1 / S - 1 / S' := sub_nonneg.2 (one_div_le_one_div_of_le hS hSS.le)
    rw [e, abs_mul, abs_of_nonneg (mul_nonneg ht hA)]

end

end CoreLevelShift
```

The notation `![S, S']` lists two radii. One density sits entirely at $S$, so its mean of $g$ is $A$. The other has weight $t$ at $S'$, where $g=0$, so its mean is $(1-t)A$. The difference is exactly $tA$, and the bound is attained. These densities, concentrated at one or two exact radii, are extreme cases of the model and not densities of real core orbitals.

As $S'\to\infty$, the transfer bound tends to the one-shell bound $|q|t/S$. At $t=0$ both bounds vanish, and the two levels shift by the same amount to first order.

```lean
#print axioms CoreLevelShift.separation_change_le
#print axioms CoreLevelShift.transfer_separation_le
#print axioms CoreLevelShift.transfer_separation_sharp
```

```
'CoreLevelShift.separation_change_le' depends on axioms: [propext, Classical.choice, Quot.sound]
'CoreLevelShift.transfer_separation_le' depends on axioms: [propext, Classical.choice, Quot.sound]
'CoreLevelShift.transfer_separation_sharp' depends on axioms: [propext, Classical.choice, Quot.sound]
```
